# Leading-order shifts of oscillator transitions from cubic and quartic terms

After fitting cubic and quartic terms to a vibrational mode's potential, one corrects its harmonic transition energies. For a single mode treated to leading order, the formulas below give the sign of that correction. Whether this truncated expansion approximates the true spectrum must be judged separately.

Take $H_0=(p^2+x^2)/2$ with $\hbar=m=\omega=1$, perturbed by $gx^3+bx^4$ with real $g,b$.

```lean
import Mathlib

noncomputable section

namespace AnharmonicLevelShifts
```

If $c_n$ is the usual amplitude on level $n$, the code stores $f_n=\sqrt{n!/2^n}\,c_n$. The ladder form of $x$ and $d/dx$ then becomes

$$(Xf)_n=f_{n+1}+\tfrac n2f_{n-1},\qquad (Df)_n=f_{n+1}-\tfrac n2f_{n-1},$$

where terms below the ground state are absent. `pos` means position. `Amplitudes` admits every real sequence, normalisable or not.

```lean
/-- A real sequence, read as amplitudes on the oscillator levels, the amplitude of level `n` being
scaled by `√(n!/2ⁿ)` so that no square roots appear in matrix elements. -/
abbrev Amplitudes := ℕ → ℝ

/-- The position operator `x`, in units `ħ = m = ω = 1`. -/
def pos (f : Amplitudes) : Amplitudes
  | 0 => f 1
  | n + 1 => f (n + 2) + ((n : ℝ) + 1) / 2 * f n

/-- The operator `d/dx`, which is `i` times the momentum. -/
def grad (f : Amplitudes) : Amplitudes
  | 0 => f 1
  | n + 1 => f (n + 2) - ((n : ℝ) + 1) / 2 * f n

/-- The harmonic Hamiltonian `(p² + x²)/2`, with `p² = -(d/dx)²`. -/
def hamiltonian (f : Amplitudes) (n : ℕ) : ℝ :=
  (pos (pos f) n - grad (grad f) n) / 2
```

Write $E_n$ for `energy n` and $\psi_n$ for `state n`, which has stored amplitude 1 on level $n$ and is therefore normalised only for $n=0$. Diagonal elements are unaffected by the scaling.

```lean
/-- The harmonic energy of level `n`. -/
def energy (n : ℕ) : ℝ := n + 1 / 2

/-- The oscillator state of level `n`, up to normalisation. -/
def state (n m : ℕ) : ℝ := if m = n then 1 else 0

/-- The operator `x³`. -/
def cube (f : Amplitudes) : Amplitudes := pos (pos (pos f))

/-- The cubic perturbation `g x³`. -/
def cubic (g : ℝ) (f : Amplitudes) (n : ℕ) : ℝ := g * cube f n

/-- The quartic perturbation `b x⁴`. -/
def quartic (b : ℝ) (f : Amplitudes) (n : ℕ) : ℝ := b * pos (cube f) n
```

For a perturbation $V$, the first-order correction $\varphi$ to the state $\psi_n$ has $\varphi_n=0$ and $\varphi_m=(V\psi_n)_m/(E_n-E_m)$ otherwise. For linear $V$ such that $V\psi_n$ has finitely many nonzero amplitudes, as here, `secondShift` is the usual Rayleigh–Schrödinger sum. `level` takes the cubic term to second order and the quartic to first.

```lean
/-- First-order shift of level `n`: the diagonal element of `V`. -/
def firstShift (V : Amplitudes → Amplitudes) (n : ℕ) : ℝ := V (state n) n

/-- First-order correction to the state of level `n`, with no component on that level. -/
def firstState (V : Amplitudes → Amplitudes) (n m : ℕ) : ℝ :=
  if m = n then 0 else V (state n) m / (energy n - energy m)

/-- Second-order shift: the amplitude on level `n` of `V` applied to the first-order correction. -/
def secondShift (V : Amplitudes → Amplitudes) (n : ℕ) : ℝ := V (firstState V n) n

/-- Level `n` with `g x³` to second order and `b x⁴` to first order. -/
def level (g b : ℝ) (n : ℕ) : ℝ :=
  energy n + firstShift (cubic g) n + firstShift (quartic b) n + secondShift (cubic g) n

/-- The transition energy from level `n` to level `n + 1`. -/
def spacing (g b : ℝ) (n : ℕ) : ℝ := level g b (n + 1) - level g b n
```

## (a) The canonical commutator

Show that $(DXf)_n-(XDf)_n=f_n$.

**Solution.** Both products contain $f_{n+2}-\frac{n(n-1)}4f_{n-2}$. The remaining terms are $+\frac12f_n$ in $DX$ and $-\frac12f_n$ in $XD$, so the difference is $f_n$. With $p=-iD$ this is $[x,p]=i$. Lean separates levels 0 and 1 from the rest, then uses `ring`.

```lean
/-- Position and `d/dx` obey the canonical commutation relation. -/
theorem canonical_commutation (f : Amplitudes) (n : ℕ) :
    grad (pos f) n - pos (grad f) n = f n := by
  rcases n with _ | _ | k <;> simp only [pos, grad] <;> push_cast <;> ring
```

## (b) The harmonic levels

Show that $(H_0f)_n=(n+\frac12)f_n$.

**Solution.** Applying each operator twice gives

$$(X^2f)_n=f_{n+2}+(n+\tfrac12)f_n+\tfrac{n(n-1)}4f_{n-2},$$

and $D^2$ differs only in the sign of the middle term. Half of $X^2-D^2$ is the result; Lean uses the same cases.

```lean
/-- The Hamiltonian `(p² + x²)/2` is diagonal, with energy `n + 1/2` on level `n`. -/
theorem harmonic_levels (f : Amplitudes) (n : ℕ) :
    hamiltonian f n = energy n * f n := by
  rcases n with _ | _ | k <;> simp only [hamiltonian, energy, pos, grad] <;>
    push_cast <;> ring
```

## (c) The first-order equation

Show that $E_n\varphi_m-(H_0\varphi)_m=(V\psi_n)_m-(V\psi_n)_n\delta_{mn}$.

**Solution.** By (b), the left side is $(E_n-E_m)\varphi_m$. For $m=n$ both sides vanish. For $m\ne n$ the denominator $n-m$ is nonzero and cancels. Lean makes this split with `by_cases`; $V$ may be any map on amplitudes.

```lean
/-- The first-order correction to the state solves the first-order equation of perturbation theory.
-/
theorem first_order_equation (V : Amplitudes → Amplitudes) (n m : ℕ) :
    energy n * firstState V n m - hamiltonian (firstState V n) m
      = V (state n) m - firstShift V n * state n m := by
  rw [harmonic_levels]
  by_cases h : m = n
  · subst h
    simp [firstState, firstShift, state]
  · have hd : energy n - energy m ≠ 0 := by
      unfold energy
      intro h0
      have : (m : ℝ) = n := by linarith
      exact h (by exact_mod_cast this)
    have hc : V (state n) m / (energy n - energy m) * (energy n - energy m)
        = V (state n) m := by field_simp
    rw [firstState, if_neg h, state, if_neg h]
    linear_combination hc
```

## (d) The action of $x^3$

Show that

$$(X^3f)_n=f_{n+3}+\tfrac{3(n+1)}2f_{n+1}+\tfrac{3n^2}4f_{n-1}+\tfrac{n(n-1)(n-2)}8f_{n-3}.$$

**Solution.** Use $(X^3f)_n=(X^2f)_{n+1}+\frac n2(X^2f)_{n-1}$ and (b). The coefficient of $f_{n+1}$ is $n+\frac32+\frac n2$, and that of $f_{n-1}$ is $\frac{n(n+1)}4+\frac{n(2n-1)}4$. Lean's natural subtraction stops at 0, but the coefficients vanish there; levels 0, 1 and 2 are checked separately.

```lean
/-- The action of `x³`; terms from below the ground state have coefficient zero. -/
theorem cube_apply (f : Amplitudes) (n : ℕ) :
    cube f n = f (n + 3) + 3 * ((n : ℝ) + 1) / 2 * f (n + 1)
      + 3 * (n : ℝ) ^ 2 / 4 * f (n - 1)
      + (n : ℝ) * (n - 1) * (n - 2) / 8 * f (n - 3) := by
  match n with
  | 0 => simp only [cube, pos]; push_cast; ring
  | 1 => simp only [cube, pos]; push_cast; ring
  | 2 => simp only [cube, pos]; push_cast; ring
  | k + 3 =>
    rw [show k + 3 - 1 = k + 2 from rfl, show k + 3 - 3 = k from rfl]
    simp only [cube, pos]
    push_cast
    ring
```

## (e) Matrix elements of $x^3$

With $T_{m,n}=(X^3\psi_n)_m$, show that

$$T_{n+3,n}=\tfrac{(n+1)(n+2)(n+3)}8,\quad T_{n+1,n}=\tfrac{3(n+1)^2}4,$$
$$T_{n,n}=0,\quad T_{n,n+1}=\tfrac{3(n+1)}2,\quad T_{n,n+3}=1.$$

**Solution.** Insert $\psi_n$, $\psi_{n+1}$ or $\psi_{n+3}$ into (d); at most one term survives. Lean removes the others by comparing indices or, where truncated subtraction makes indices coincide at $n=0$, by their zero coefficients. The normalised squares are

$$\langle n+1|x^3|n\rangle^2=T_{n+1,n}T_{n,n+1}=\tfrac{9(n+1)^3}8,$$
$$\langle n+3|x^3|n\rangle^2=\tfrac{(n+1)(n+2)(n+3)}8.$$

```lean
/-- The elements of `x³` from a level to itself and to levels one or three quanta away,
in the scaled amplitudes. -/
theorem cube_elements (n : ℕ) :
    cube (state n) (n + 3) = ((n : ℝ) + 1) * (n + 2) * (n + 3) / 8 ∧
    cube (state n) (n + 1) = 3 * ((n : ℝ) + 1) ^ 2 / 4 ∧
    cube (state n) n = 0 ∧
    cube (state (n + 1)) n = 3 * ((n : ℝ) + 1) / 2 ∧
    cube (state (n + 3)) n = 1 := by
  have s0 : ∀ {a b : ℕ}, a ≠ b → state b a = 0 := fun h => if_neg h
  have s1 : ∀ a : ℕ, state a a = 1 := fun a => if_pos rfl
  refine ⟨?_, ?_, ?_, ?_, ?_⟩
  · rw [cube_apply, s0 (show n + 3 + 3 ≠ n by omega), s0 (show n + 3 + 1 ≠ n by omega),
      s0 (show n + 3 - 1 ≠ n by omega), Nat.add_sub_cancel, s1]
    push_cast
    ring
  · have hA : (n : ℝ) * state n (n + 1 - 3) = 0 := by
      rcases Nat.eq_zero_or_pos n with h | h
      · rw [h]; simp
      · rw [s0 (show n + 1 - 3 ≠ n by omega), mul_zero]
    rw [cube_apply, s0 (show n + 1 + 3 ≠ n by omega), s0 (show n + 1 + 1 ≠ n by omega),
      Nat.add_sub_cancel, s1, Nat.cast_add, Nat.cast_one]
    linear_combination ((n : ℝ) + 1) * (n - 1) / 8 * hA
  · rcases Nat.eq_zero_or_pos n with h | h
    · rw [h, cube_apply]; simp [state]
    · rw [cube_apply, s0 (show n + 3 ≠ n by omega), s0 (show n + 1 ≠ n by omega),
        s0 (show n - 1 ≠ n by omega), s0 (show n - 3 ≠ n by omega)]
      ring
  · rw [cube_apply, s0 (show n + 3 ≠ n + 1 by omega), s1,
      s0 (show n - 1 ≠ n + 1 by omega), s0 (show n - 3 ≠ n + 1 by omega)]
    ring
  · rw [cube_apply, s1, s0 (show n + 1 ≠ n + 3 by omega),
      s0 (show n - 1 ≠ n + 3 by omega), s0 (show n - 3 ≠ n + 3 by omega)]
    ring
```

## (f) The quartic shift

Show that the first-order shift is $\frac{3b}4(2n^2+2n+1)$.

**Solution.** One more $X$ gives

$$b\left(T_{n+1,n}+\tfrac n2T_{n-1,n}\right)=\tfrac{3b}4\left[(n+1)^2+n^2\right].$$

For $n=0$ the second term is absent, which is Lean's first case.

```lean
/-- The first-order shift of level `n` by the quartic term `b x⁴`. -/
theorem quartic_first_order (b : ℝ) (n : ℕ) :
    firstShift (quartic b) n = 3 * b * (2 * (n : ℝ) ^ 2 + 2 * n + 1) / 4 := by
  rcases n with _ | m
  · change b * cube (state 0) (0 + 1) = _
    rw [(cube_elements 0).2.1]
    push_cast
    ring
  · change b * (cube (state (m + 1)) (m + 1 + 1)
      + ((m : ℝ) + 1) / 2 * cube (state (m + 1)) m) = _
    rw [(cube_elements (m + 1)).2.1, (cube_elements m).2.2.2.1]
    push_cast
    ring
```

## (g) The cubic shift

Show that the second-order shift is $-\frac{g^2}8(30n^2+30n+11)$.

**Solution.** By (e), the admixtures are

$$\varphi_{n+3}=-\tfrac{g(n+1)(n+2)(n+3)}{24},\quad \varphi_{n+1}=-\tfrac{3g(n+1)^2}4,$$
$$\varphi_{n-1}=\tfrac{3gn}2,\quad \varphi_{n-3}=\tfrac g3,$$

where those levels exist. Applying $gX^3$ by (d) gives

$$g^2\left[-\tfrac{(n+1)(n+2)(n+3)-n(n-1)(n-2)}{24}-\tfrac{9\left((n+1)^3-n^3\right)}8\right].$$

The two parts are $-\frac{3n^2+3n+2}8$ and $-\frac{27n^2+27n+9}8$. In Lean, `u3` and `u1` are the upper admixtures; `d1` and `d3` carry factors that vanish when a lower level is missing.

```lean
/-- The second-order shift of level `n` by the cubic term `g x³`. -/
theorem cubic_second_order (g : ℝ) (n : ℕ) :
    secondShift (cubic g) n = -g ^ 2 * (30 * (n : ℝ) ^ 2 + 30 * n + 11) / 8 := by
  have ph : ∀ j m : ℕ, m ≠ j →
      firstState (cubic g) j m = g * cube (state j) m / ((j : ℝ) - m) := by
    intro j m h
    have e : energy j - energy m = (j : ℝ) - m := by unfold energy; ring
    rw [firstState, if_neg h, cubic, e]
  -- admixtures of the two higher levels
  have u3 : firstState (cubic g) n (n + 3)
      = -g * (((n : ℝ) + 1) * (n + 2) * (n + 3)) / 24 := by
    rw [ph n (n + 3) (by omega), (cube_elements n).1]
    push_cast
    ring
  have u1 : firstState (cubic g) n (n + 1) = -g * (3 * ((n : ℝ) + 1) ^ 2) / 4 := by
    rw [ph n (n + 1) (by omega), (cube_elements n).2.1]
    push_cast
    ring
  -- admixtures of the two lower levels, where these exist
  have d1 : (n : ℝ) * firstState (cubic g) n (n - 1) = n * (g * (3 * n / 2)) := by
    rcases n with _ | m
    · simp
    · rw [Nat.add_sub_cancel, ph (m + 1) m (by omega), (cube_elements m).2.2.2.1]
      push_cast
      ring
  have d3 : (n : ℝ) * (n - 1) * (n - 2) * firstState (cubic g) n (n - 3)
      = (n : ℝ) * (n - 1) * (n - 2) * (g / 3) := by
    by_cases h : n < 3
    · have h' : n = 0 ∨ n = 1 ∨ n = 2 := by omega
      rcases h' with e | e | e <;> rw [e] <;> norm_num
    · obtain ⟨m, hm⟩ : ∃ m, n = m + 3 := ⟨n - 3, by omega⟩
      rw [hm, Nat.add_sub_cancel, ph (m + 3) m (by omega), (cube_elements m).2.2.2.2]
      push_cast
      ring
  rw [secondShift, cubic, cube_apply, u3, u1]
  linear_combination g * (3 * n / 4) * d1 + g / 8 * d3
```

## (h) The transition energy

Show that the spacing between levels $n$ and $n+1$ is $1+(n+1)\left(3b-\frac{15}2g^2\right)$.

**Solution.** The cubic first-order shift is zero by (e). Between neighbouring levels $n^2+n$ grows by $2(n+1)$, so (f) contributes $3b(n+1)$ and (g) contributes $-\frac{15}2g^2(n+1)$. Lean substitutes the shifts and finishes with `ring`.

```lean
/-- With `x³` to second and `x⁴` to first order, the spacing above level `n` differs
from the harmonic value `1` by `(n + 1)(3b - 15g²/2)`. -/
theorem spacing_eq (g b : ℝ) (n : ℕ) :
    spacing g b n = 1 + ((n : ℝ) + 1) * (3 * b - 15 * g ^ 2 / 2) := by
  have hf : ∀ k : ℕ, firstShift (cubic g) k = 0 := fun k => by
    rw [firstShift, cubic, (cube_elements k).2.2.1, mul_zero]
  simp only [spacing, level, hf, quartic_first_order, cubic_second_order, energy]
  push_cast
  ring
```

## (i) Softening and hardening

Show that the spacing is below 1 exactly when $g^2>2b/5$, and that for $g=0$ it exceeds 1 exactly when $b>0$.

**Solution.** Since $n+1>0$, the sign of the shift is that of $3b-\frac{15}2g^2$, or of $3b$ when $g=0$. Lean gets the forward directions by contradiction and the converses from products of positive numbers.

Without $g=0$, positive $b$ does not guarantee hardening: $b=0.01$, $g=0.1$, $n=0$ gives a spacing of $0.955$.

```lean
/-- With `g x³` to second and `b x⁴` to first order, a transition between neighbouring levels
softens exactly when `g² > 2b/5`, and with the quartic term alone it hardens exactly when `b > 0`.
-/
theorem softening_iff (g b : ℝ) (n : ℕ) :
    (spacing g b n < 1 ↔ 2 * b / 5 < g ^ 2) ∧ (1 < spacing 0 b n ↔ 0 < b) := by
  have hn : (0 : ℝ) < (n : ℝ) + 1 := by positivity
  rw [spacing_eq, spacing_eq]
  refine ⟨⟨fun h => ?_, fun h => ?_⟩, ⟨fun h => ?_, fun h => ?_⟩⟩
  · by_contra hc
    have h0 : 0 ≤ 3 * b - 15 * g ^ 2 / 2 := by linarith [not_lt.mp hc]
    linarith [mul_nonneg hn.le h0]
  · have h0 : 0 < 15 * g ^ 2 / 2 - 3 * b := by linarith
    nlinarith [mul_pos hn h0]
  · by_contra hc
    have h0 : 0 ≤ -b := by linarith [not_lt.mp hc]
    nlinarith [mul_nonneg hn.le h0]
  · nlinarith [mul_pos hn h]

end AnharmonicLevelShifts
```

```lean
#print axioms AnharmonicLevelShifts.canonical_commutation
#print axioms AnharmonicLevelShifts.first_order_equation
#print axioms AnharmonicLevelShifts.cubic_second_order
#print axioms AnharmonicLevelShifts.softening_iff
```

```
'AnharmonicLevelShifts.canonical_commutation' depends on axioms: [propext, Classical.choice, Quot.sound]
'AnharmonicLevelShifts.first_order_equation' depends on axioms: [propext, Classical.choice, Quot.sound]
'AnharmonicLevelShifts.cubic_second_order' depends on axioms: [propext, Classical.choice, Quot.sound]
'AnharmonicLevelShifts.softening_iff' depends on axioms: [propext, Classical.choice, Quot.sound]
```
